# The Energy Kink of a Dimerising Four-Site Ring and the Smooth Second-Moment Energy

Take a ring of equally spaced atoms with one orbital and one electron per atom. If the atoms move together in pairs, the bonds become alternately short and long, and the hopping amplitudes become alternately strong and weak. A Peierls distortion is a displacement of this kind, driven by the energy that the electrons gain from it. Some interatomic potentials replace the electronic levels by a simpler quantity, the square root of the second moment of the local density of states. Does such an energy respond to the pairing in the same way as the levels do?

Four sites are enough to show a difference. Let the on-site energies be zero and the hoppings around the ring be $-a,-b,-a,-b$, with $a,b>0$. At half filling, each spin channel fills the two lowest levels. Their sum is

$$E(a,b)=-2\max(a,b),$$

which is differentiable in $(a,b)$ exactly when $a\neq b$. The second-moment energy is

$$E_2(a,b)=-2\sqrt{a^2+b^2},$$

which is differentiable at every $(a,b)$ with $a,b>0$, the uniform ring included.

## Levels, kink and second moment by hand

Number the sites $0,1,2,3$. The Hamiltonian $H$ connects even sites only to odd ones. With the sites in the order $0,2,1,3$ it has the block form

$$H=\begin{pmatrix}0&B\\B&0\end{pmatrix},\qquad B=-\begin{pmatrix}a&b\\b&a\end{pmatrix},\qquad B^2=\begin{pmatrix}a^2+b^2&2ab\\2ab&a^2+b^2\end{pmatrix}.$$

Renumbering the sites does not change the characteristic polynomial, so

$$\det(x-H)=\det(x^2-B^2)=(x^2-a^2-b^2)^2-4a^2b^2=x^4-2(a^2+b^2)x^2+(a^2-b^2)^2.$$

The middle expression is a difference of squares and factorises as

$$\bigl(x^2-(a+b)^2\bigr)\bigl(x^2-(a-b)^2\bigr).$$

The levels are therefore $\pm(a+b)$ and $\pm|a-b|$. For positive hoppings $|a-b|<a+b$, and the increasing order is $-(a+b),\,-|a-b|,\,|a-b|,\,a+b$. The two lowest sum to

$$-(a+b)-|a-b|=-2\max(a,b).$$

If $a>b$, the same inequality holds throughout a neighbourhood of $(a,b)$, where the sum is $-2a$ and hence differentiable. If $a<b$, it is locally $-2b$. At $a=b$, follow the dimerisation line $(a+d,\,a-d)$. There $\max(a+d,a-d)=a+|d|$, so

$$E(a+d,a-d)=-2a-2|d|.$$

If $E$ were differentiable at $(a,a)$, its restriction to this line would be differentiable at $d=0$, and so would $|d|$, which is false. The kink comes from the two levels $\pm|a-b|$, which meet at zero energy in the uniform ring. Only the lower of them is filled.

For the second-moment energy, suppose that the local density of states on site $i$ consists of two peaks of weight $\tfrac12$ at $\pm\sqrt{\mu_i}$, where $\mu_i=(H^2)_{ii}$. Filling the lower peak contributes $-\tfrac12\sqrt{\mu_i}$ per spin channel. Each site has one bond of each kind, so

$$\mu_i=\sum_j H_{ij}^2=a^2+b^2,\qquad E_2=-\tfrac12\cdot4\sqrt{a^2+b^2}=-2\sqrt{a^2+b^2}.$$

The argument of the root is positive, so $E_2$ is differentiable. Around a uniform ring with hopping strength $t>0$,

$$E_2(t+d,t-d)=-2\sqrt{2t^2+2d^2},$$

whose derivative $-4d/\sqrt{2t^2+2d^2}$ vanishes at $d=0$. Finally, $a$ and $b$ are both smaller than $\sqrt{a^2+b^2}$, hence so is their maximum, and multiplication by $-2$ gives $E_2<E$.

For this non-interacting four-site model, then, the second-moment form misses the linear energy gain on dimerisation. The difference matters once the lattice resists: if $d$ is proportional to the displacement of the atoms, a harmonic cost $\tfrac12Kd^2$ with stiffness $K>0$ always loses to $-2|d|$ at small $d\neq0$, whereas it can outweigh the quadratic gain in $E_2$. This comparison with a lattice energy is an informal addition to the theorems below.

## The ring and its two energies in Lean

```lean
import Mathlib

open Matrix

namespace PeierlsFourRing

noncomputable section
```

The Hamiltonian is an explicit real matrix, with sites indexed by `Fin 4`, that is, by $0$ to $3$.

```lean
/-- Hamiltonian of a four-site ring with zero on-site energies and hoppings
`-a, -b, -a, -b` around the ring. -/
def ringHamiltonian (a b : ℝ) : Matrix (Fin 4) (Fin 4) ℝ :=
  !![0, -a, 0, -b; -a, 0, -b, 0; 0, -b, 0, -a; -b, 0, -a, 0]
```

The arguments `a` and `b` are hopping strengths, and the minus signs sit in the matrix. The definition accepts all real values; positivity appears as a hypothesis where it is needed. The two hoppings are independent variables, with no law relating them to bond lengths.

```lean
/-- Sum of the two lowest levels, counted with multiplicity: the roots of the characteristic
polynomial are sorted in increasing order and the first two are added. -/
def lowestPairEnergy (H : Matrix (Fin 4) (Fin 4) ℝ) : ℝ :=
  ((H.charpoly.roots.sort (· ≤ ·)).take 2).sum
```

`lowestPairEnergy` reads the energy off the spectrum. It takes the real roots of the characteristic polynomial with multiplicity, sorts them in increasing order and adds the first two. For a symmetric matrix, such as the ring Hamiltonian, all four roots are real and the result is the energy of one spin channel at half filling; for electrons of both spins it is doubled. The filling is fixed by the number 2 in the definition, and neither temperature nor interaction between electrons enters.

```lean
/-- Second-moment energy: minus one half of the sum over sites of the square root of the
local second moment `(H²)ᵢᵢ`. -/
def secondMomentEnergy (H : Matrix (Fin 4) (Fin 4) ℝ) : ℝ :=
  -(1 / 2) * ∑ i, √((H * H) i i)
```

`secondMomentEnergy` also takes the matrix as its input, so both energies are computed from the same Hamiltonian. The factor $\tfrac12$ is the weight of the filled peak in the two-peak picture. That picture motivates the formula, which the file takes as a definition.

## The spectrum from the characteristic polynomial

```lean
/-- The levels of the alternating ring, with multiplicity, are `±(a + b)` and `±|a - b|`. -/
theorem ring_levels (a b : ℝ) :
    (ringHamiltonian a b).charpoly.roots = {-(a + b), -|a - b|, |a - b|, a + b} := by
  -- the characteristic matrix, written out
  have hM : (ringHamiltonian a b).charmatrix =
      !![Polynomial.X, Polynomial.C a, 0, Polynomial.C b;
         Polynomial.C a, Polynomial.X, Polynomial.C b, 0;
         0, Polynomial.C b, Polynomial.X, Polynomial.C a;
         Polynomial.C b, 0, Polynomial.C a, Polynomial.X] := by
    ext1 i j
    fin_cases i <;> fin_cases j <;> simp [ringHamiltonian]
  have hdet : (ringHamiltonian a b).charpoly =
      Polynomial.X ^ 4 - 2 * (Polynomial.C a ^ 2 + Polynomial.C b ^ 2) * Polynomial.X ^ 2
        + (Polynomial.C a ^ 2 - Polynomial.C b ^ 2) ^ 2 := by
    rw [Matrix.charpoly, hM]
    simp [Matrix.det_succ_row_zero, Fin.sum_univ_succ, Fin.succAbove]
    ring
  have habs : Polynomial.C |a - b| * Polynomial.C |a - b|
      = (Polynomial.C a - Polynomial.C b) ^ 2 := by
    rw [← Polynomial.C_mul, abs_mul_abs_self, Polynomial.C_mul, Polynomial.C_sub]
    ring
  -- factorisation into the four levels
  have hp : (ringHamiltonian a b).charpoly =
      (Multiset.map (fun e => Polynomial.X - Polynomial.C e)
        ({-(a + b), -|a - b|, |a - b|, a + b} : Multiset ℝ)).prod := by
    rw [hdet]
    simp only [Multiset.insert_eq_cons, Multiset.map_cons, Multiset.prod_cons,
      Multiset.map_singleton, Multiset.prod_singleton, Polynomial.C_neg, Polynomial.C_add]
    linear_combination
      (Polynomial.X ^ 2 - (Polynomial.C a + Polynomial.C b) ^ 2) * habs
  rw [hp]
  exact Polynomial.roots_multiset_prod_X_sub_C _
```

The theorem is an equality of multisets, so it records degeneracies: at $a=b\neq0$ the level $0$ occurs twice. It holds for all real $a$ and $b$.

The proof first writes out the matrix $x-H$ as `hM`, where `Polynomial.X` is the variable $x$ and `Polynomial.C a` is the constant polynomial $a$. It then obtains the quartic in `hdet` by expanding the determinant along rows, in place of the block argument used above. The factorisation `hp` contains $|a-b|$, while the quartic contains only $a$ and $b$. The link between them is `habs`, the identity $|a-b|^2=(a-b)^2$, which `linear_combination` multiplies by the remaining factor $x^2-(a+b)^2$. Once the polynomial is a product of linear factors, a Mathlib lemma returns its roots.

```lean
/-- For positive hoppings the two lowest levels sum to `-2 max(a, b)`. -/
theorem lowestPairEnergy_ring {a b : ℝ} (ha : 0 < a) (hb : 0 < b) :
    lowestPairEnergy (ringHamiltonian a b) = -2 * max a b := by
  have h0 : 0 ≤ |a - b| := abs_nonneg _
  have h1 : |a - b| ≤ a + b := abs_le.mpr ⟨by linarith, by linarith⟩
  rw [lowestPairEnergy, ring_levels]
  simp only [Multiset.insert_eq_cons]
  -- the levels are already listed in increasing order
  rw [Multiset.sort_cons, Multiset.sort_cons]
  · simp only [List.take_succ_cons, List.take_zero, List.sum_cons, List.sum_nil]
    rcases le_total a b with h | h
    · rw [max_eq_right h, abs_of_nonpos (by linarith)]
      ring
    · rw [max_eq_left h, abs_of_nonneg (by linarith)]
      ring
  all_goals
    intro x hx
    simp only [Multiset.mem_cons, Multiset.mem_singleton] at hx
    rcases hx with h | h | h <;> linarith
```

Positivity is used here to order the levels. The facts `h0` and `h1` say that $0\le|a-b|\le a+b$. Each use of `Multiset.sort_cons` moves an element to the front of the sorted list, provided that it is no larger than the rest, and the final block verifies these inequalities. What remains is $-(a+b)-|a-b|=-2\max(a,b)$, proved in the two cases $a\le b$ and $b\le a$.

```lean
/-- The second-moment energy of the alternating ring is `-2 √(a² + b²)`. -/
theorem secondMomentEnergy_ring (a b : ℝ) :
    secondMomentEnergy (ringHamiltonian a b) = -2 * √(a ^ 2 + b ^ 2) := by
  -- every site has the same local second moment
  have h : ∀ i, (ringHamiltonian a b * ringHamiltonian a b) i i = a ^ 2 + b ^ 2 := by
    intro i
    fin_cases i <;> simp [ringHamiltonian, Matrix.mul_apply, Fin.sum_univ_succ] <;> ring
  simp only [secondMomentEnergy, h, Fin.sum_univ_four]
  ring
```

The inner statement `h` computes the diagonal of $H^2$ site by site and finds $a^2+b^2$ each time. Summing four equal terms gives the prefactor $-2$. No sign condition on the hoppings is needed.

## Where the level sum is differentiable

```lean
/-- For positive hoppings, the sum of the two lowest levels is a differentiable function of the
two hoppings at `(a, b)` exactly when `a ≠ b`. -/
theorem lowestPairEnergy_differentiableAt_iff {a b : ℝ} (ha : 0 < a) (hb : 0 < b) :
    DifferentiableAt ℝ (fun p : ℝ × ℝ => lowestPairEnergy (ringHamiltonian p.1 p.2)) (a, b)
      ↔ a ≠ b := by
  have hev : (fun p : ℝ × ℝ => lowestPairEnergy (ringHamiltonian p.1 p.2))
      =ᶠ[nhds (a, b)] (fun p : ℝ × ℝ => -2 * max p.1 p.2) := by
    filter_upwards [(isOpen_lt continuous_const continuous_fst).mem_nhds
        (show (0 : ℝ) < (a, b).1 from ha),
      (isOpen_lt continuous_const continuous_snd).mem_nhds
        (show (0 : ℝ) < (a, b).2 from hb)] with p h1 h2
    exact lowestPairEnergy_ring h1 h2
  rw [hev.differentiableAt_iff]
  constructor
  · rintro hd rfl
    -- along the dimerisation line the maximum contains `|d|`
    have hline : DifferentiableAt ℝ (fun d : ℝ => (a + d, a - d)) 0 := by fun_prop
    have hd' : DifferentiableAt ℝ (fun p : ℝ × ℝ => -2 * max p.1 p.2)
        ((fun d : ℝ => (a + d, a - d)) 0) := by simpa using hd
    have hc := ((hd'.comp (0 : ℝ) hline).const_mul (-(1 / 2))).sub_const a
    have key : ∀ d : ℝ, |d| = -(1 / 2) * (-2 * max (a + d) (a - d)) - a := by
      intro d
      rcases le_total 0 d with h | h
      · rw [abs_of_nonneg h, max_eq_left (by linarith)]
        ring
      · rw [abs_of_nonpos h, max_eq_right (by linarith)]
        ring
    have habs : DifferentiableAt ℝ (fun d : ℝ => |d|) 0 := by
      rw [funext key]
      exact hc
    exact not_differentiableAt_abs_zero habs
  · intro hab
    -- away from `a = b` the maximum is locally a single coordinate
    rcases lt_or_gt_of_ne hab with h | h
    · have he : (fun p : ℝ × ℝ => -2 * max p.1 p.2)
          =ᶠ[nhds (a, b)] (fun p : ℝ × ℝ => -2 * p.2) := by
        filter_upwards [(isOpen_lt continuous_fst continuous_snd).mem_nhds
          (show (a, b).1 < (a, b).2 from h)] with p hp
        rw [max_eq_right (le_of_lt hp)]
      rw [he.differentiableAt_iff]
      fun_prop
    · have he : (fun p : ℝ × ℝ => -2 * max p.1 p.2)
          =ᶠ[nhds (a, b)] (fun p : ℝ × ℝ => -2 * p.1) := by
        filter_upwards [(isOpen_lt continuous_snd continuous_fst).mem_nhds
          (show (a, b).2 < (a, b).1 from h)] with p hp
        rw [max_eq_left (le_of_lt hp)]
      rw [he.differentiableAt_iff]
      fun_prop
```

`DifferentiableAt ℝ` on `ℝ × ℝ` means differentiability in both hoppings jointly, which is stronger than the existence of the two partial derivatives. The formula $-2\max(a,b)$ has been proved only for positive hoppings, but a positive pair has a neighbourhood of positive pairs. The statement `hev` expresses this, and it allows the level sum to be replaced by the formula.

The first direction assumes differentiability together with $a=b$. Composition with the line `(a + d, a - d)` gives a differentiable function of $d$, and `key` solves for the absolute value,

$$|d|=-\tfrac12\bigl(-2\max(a+d,a-d)\bigr)-a.$$

This would make $|d|$ differentiable at zero, contradicting `not_differentiableAt_abs_zero`. The second direction treats $a<b$ and $b<a$ separately. In each case `he` says that the maximum agrees with a single coordinate near the point.

## The two energies compared

```lean
/-- For positive hoppings the two lowest levels sum to `-2 max(a, b)`, differentiable in the
hoppings exactly when `a ≠ b`, while the second-moment energy is `-2 √(a² + b²)` and is
differentiable at every such `(a, b)`. -/
theorem peierls_kink_missed_by_second_moment {a b : ℝ} (ha : 0 < a) (hb : 0 < b) :
    (lowestPairEnergy (ringHamiltonian a b) = -2 * max a b ∧
      (DifferentiableAt ℝ
        (fun p : ℝ × ℝ => lowestPairEnergy (ringHamiltonian p.1 p.2)) (a, b) ↔ a ≠ b)) ∧
    (secondMomentEnergy (ringHamiltonian a b) = -2 * √(a ^ 2 + b ^ 2) ∧
      DifferentiableAt ℝ
        (fun p : ℝ × ℝ => secondMomentEnergy (ringHamiltonian p.1 p.2)) (a, b)) := by
  refine ⟨⟨lowestPairEnergy_ring ha hb, lowestPairEnergy_differentiableAt_iff ha hb⟩,
    secondMomentEnergy_ring a b, ?_⟩
  simp only [secondMomentEnergy_ring]
  have hf : DifferentiableAt ℝ (fun p : ℝ × ℝ => p.1 ^ 2 + p.2 ^ 2) (a, b) := by fun_prop
  -- the square root is smooth because the second moment is positive
  have hne : (a, b).1 ^ 2 + (a, b).2 ^ 2 ≠ 0 := by positivity
  exact (hf.sqrt hne).const_mul (-2)
```

The main theorem puts the two formulas side by side with their differentiability. Only the last part is new. The second moment is a polynomial in the hoppings, hence differentiable, and `hne` states that it is nonzero at $(a,b)$. The chain rule for the square root then applies, also at $a=b$.

```lean
/-- At the uniform ring with hopping strength `t > 0`, the second-moment energy has zero slope
under the dimerisation `a = t + d`, `b = t - d`. -/
theorem secondMomentEnergy_dimerisation_slope {t : ℝ} (ht : 0 < t) :
    HasDerivAt (fun d : ℝ => secondMomentEnergy (ringHamiltonian (t + d) (t - d))) 0 0 := by
  simp only [secondMomentEnergy_ring]
  have hf : HasDerivAt (fun d : ℝ => (t + d) ^ 2 + (t - d) ^ 2) 0 0 :=
    ((((hasDerivAt_id' (0 : ℝ)).const_add t).fun_pow 2).fun_add
      (((hasDerivAt_id' (0 : ℝ)).const_sub t).fun_pow 2)).congr_deriv (by norm_num)
  have hne : (t + 0) ^ 2 + (t - 0) ^ 2 ≠ 0 := by
    have : 0 < t ^ 2 := by positivity
    simp only [add_zero, sub_zero]
    linarith
  exact ((hf.sqrt hne).const_mul (-2)).congr_deriv (by simp)
```

`HasDerivAt f 0 0` says that `f` has derivative $0$ at the point $0$. The proof differentiates $(t+d)^2+(t-d)^2$, where the contributions $2t$ and $-2t$ cancel at $d=0$, and passes the result through the square root. The hypothesis $t>0$ keeps the argument of the root away from zero. The theorem concerns the first derivative only; the curvature can be read from the explicit formula above.

```lean
/-- For positive hoppings the second-moment energy lies strictly below the sum of the two
lowest levels. -/
theorem secondMomentEnergy_lt_lowestPairEnergy {a b : ℝ} (ha : 0 < a) (hb : 0 < b) :
    secondMomentEnergy (ringHamiltonian a b) < lowestPairEnergy (ringHamiltonian a b) := by
  rw [secondMomentEnergy_ring, lowestPairEnergy_ring ha hb]
  have h1 : a < √(a ^ 2 + b ^ 2) := Real.lt_sqrt_of_sq_lt (by nlinarith)
  have h2 : b < √(a ^ 2 + b ^ 2) := Real.lt_sqrt_of_sq_lt (by nlinarith)
  have h3 := max_lt h1 h2
  linarith

end

end PeierlsFourRing
```

After both energies are replaced by their formulas, `h1` and `h2` show that each hopping is smaller than $\sqrt{a^2+b^2}$, and `max_lt` combines them. With the prefactor $\tfrac12$ of the two-peak picture, the second-moment energy is thus too low for every positive pair of hoppings. In the uniform ring with $a=b=t$ it equals $-2\sqrt2\,t$, against $-2t$ from the levels.

The kink belongs to a ring with a pair of levels meeting exactly at the filling boundary. The Peierls instability of an infinite chain involves a continuum of levels and a lattice energy, and it requires a separate calculation.

```lean
#print axioms PeierlsFourRing.peierls_kink_missed_by_second_moment
#print axioms PeierlsFourRing.secondMomentEnergy_dimerisation_slope
#print axioms PeierlsFourRing.secondMomentEnergy_lt_lowestPairEnergy
```

```
'PeierlsFourRing.peierls_kink_missed_by_second_moment' depends on axioms: [propext, Classical.choice, Quot.sound]
'PeierlsFourRing.secondMomentEnergy_dimerisation_slope' depends on axioms: [propext, Classical.choice, Quot.sound]
'PeierlsFourRing.secondMomentEnergy_lt_lowestPairEnergy' depends on axioms: [propext, Classical.choice, Quot.sound]
```
